# Norm conservation and the electronic energy rate for a state propagated in a moving basis

In Ehrenfest dynamics the electrons follow a time-dependent Schrödinger equation while the nuclei move. If the electronic state is expanded in atom-centred functions, the basis travels with the nuclei, and the overlaps between functions change in time. Two questions arise. Does the propagation still conserve the norm? And at what rate does the electronic energy change, given that part of the change in the coefficients only compensates for the motion of the basis?

Write the state as $\psi=\sum_j c_j\varphi_j(t)$, with $\hbar=1$. An upright $\mathrm i$ is the imaginary unit, an italic $i$ is an index, a prime is a time derivative and a star is the conjugate transpose. Let

$$S_{ij}=\langle\varphi_i|\varphi_j\rangle,\qquad H_{ij}=\langle\varphi_i|\hat H|\varphi_j\rangle,\qquad B_{ij}=\langle\varphi_i|\varphi_j'\rangle .$$

Projecting $\mathrm i\psi'=\hat H\psi$ on each $\varphi_i$ gives $\mathrm i(Sc'+Bc)=Hc$, that is,

$$\mathrm i\,S c'=(H-\mathrm i B)c .$$

The product rule applied to $S_{ij}$ gives $B+B^*=S'$.

The claim has three parts, for Hermitian $S$ and $H$:

- If $B+B^*=S'$ at all times, $c^*Sc$ is constant.
- If $S$ is invertible, $c^*Hc$ changes at the rate $c^*(H'-HS^{-1}B-B^*S^{-1}H)c$.
- If in addition $B+B^*=S'$ and $Hc=eSc$ with $e$ real, this rate equals $c^*(H'-eS')c$.

## From the equation of motion to the two rates

For any differentiable matrix $A(t)$,

$$(c^*Ac)'=c'^*Ac+c^*A'c+c^*Ac' .$$

Multiplying the equation of motion by $-\mathrm i$ gives $Sc'=-\mathrm iHc-Bc$.

**Norm.** Take $A=S$. Because $S$ and $H$ are Hermitian,

$$c'^*Sc=(Sc')^*c=\mathrm i\,c^*Hc-c^*B^*c,\qquad c^*Sc'=-\mathrm i\,c^*Hc-c^*Bc .$$

The terms in $H$ cancel, which leaves $(c^*Sc)'=c^*(S'-B-B^*)c$. This vanishes when $B+B^*=S'$, and a function whose derivative is zero at all times is constant.

**Energy.** Take $A=H$ and insert $c'=S^{-1}(-\mathrm iHc-Bc)$:

$$c^*Hc'=-\mathrm i\,c^*HS^{-1}Hc-c^*HS^{-1}Bc,$$
$$c'^*Hc=\mathrm i\,c^*HS^{-1}Hc-c^*B^*S^{-1}Hc .$$

The imaginary terms cancel again, and adding $c^*H'c$ gives the stated rate.

**Eigenstate.** If $Hc=eSc$ with $e$ real, then $c^*H=e\,c^*S$. Hence $c^*HS^{-1}Bc=e\,c^*Bc$ and $c^*B^*S^{-1}Hc=e\,c^*B^*c$. Their sum is $e\,c^*S'c$, so the rate becomes $c^*(H'-eS')c$.

For a normalised state and a linear Hamiltonian, this last expression has the form of the ground-state energy gradient, whose overlap term $-eS'$ is one part of the Pulay correction; the other part is the change of the basis functions inside $H'$. The general rate also holds for a state that is not an eigenstate.

## Two basis functions at one instant

Let $\chi_1=\phi_1+t\phi_2$ and $\chi_2=\phi_2$, with $\phi_1,\phi_2$ orthonormal and fixed. Let the Hamiltonian couple $\phi_1$ and $\phi_2$ with strength $t$ and have no diagonal elements. At $t=1$,

$$S=\begin{pmatrix}2&1\\1&1\end{pmatrix},\quad H=\begin{pmatrix}2&1\\1&0\end{pmatrix},\quad B=\begin{pmatrix}1&0\\1&0\end{pmatrix},$$
$$S'=\begin{pmatrix}2&1\\1&0\end{pmatrix},\quad H'=\begin{pmatrix}4&1\\1&0\end{pmatrix}.$$

The vector $c=(1,0)$ satisfies $Hc=Sc$, so $e=1$. The products $c^*HS^{-1}Bc$ and $c^*B^*S^{-1}Hc$ both equal 1, and the general rate is $4-1-1=2$. The eigenstate formula gives $4-1\cdot 2=2$ as well.

Here $c^*Sc=2$. For the normalised state the energy is 1 and its rate is 1, as it should be for the eigenvalue $e(t)=t$. The term $c^*H'c$ alone would have given 2.

## Matrices, states and the equation of motion in Lean

The finite type `n` labels the basis functions.

```lean
import Mathlib

open Matrix

namespace MovingBasisEhrenfest

noncomputable section

variable {n : Type*} [Fintype n]
```

The form $c^*Ac$ is written with `star`, which conjugates each component, `*ᵥ` for matrix times vector and `⬝ᵥ` for the sum of products. Nothing is divided by the norm. With `A` equal to the overlap this is $\langle\psi|\psi\rangle$, the square of the norm in the strict sense; it is called the norm here.

```lean
/-- The quadratic form `c* A c` of a matrix `A` in the state with coefficients `c`. -/
def expect (A : Matrix n n ℂ) (c : n → ℂ) : ℂ := star c ⬝ᵥ A *ᵥ c
```

Matrices are differentiated entry by entry with respect to real time.

```lean
/-- The matrix `A` has the entrywise time derivative `A'` at time `t`. -/
def MatDeriv (A : ℝ → Matrix n n ℂ) (A' : Matrix n n ℂ) (t : ℝ) : Prop :=
  ∀ i j, HasDerivAt (fun τ => A τ i j) (A' i j) t
```

The equation of motion relates matrices and two vectors at a single instant. In this definition `c'` is just a vector; the theorems on rates tie it to the derivative of the coefficients by a separate hypothesis. `B` is likewise an arbitrary matrix. Its identification with $\langle\varphi_i|\varphi_j'\rangle$, and the projection that produces the equation, belong to the physical derivation above and are the step from these matrices to an actual moving basis.

```lean
/-- The equation of motion `i S c' = (H - i B) c` in a moving basis, at one instant. -/
def Propagates (S H B : Matrix n n ℂ) (c c' : n → ℂ) : Prop :=
  Complex.I • (S *ᵥ c') = (H - Complex.I • B) *ᵥ c
```

The next definition names the right-hand side of the product rule.

```lean
/-- The product-rule expression `c'* A c + c* A' c + c* A c'`. -/
def expectRate (A A' : Matrix n n ℂ) (c c' : n → ℂ) : ℂ :=
  star c' ⬝ᵥ A *ᵥ c + expect A' c + star c ⬝ᵥ A *ᵥ c'
```

The matrix in the energy rate is called `ehrenfestOp` after Ehrenfest dynamics, not after Ehrenfest's theorem on expectation values. The nuclei appear only through the time dependence of the matrices, and no equation of motion for them is assumed.

```lean
/-- The matrix `H' - H S⁻¹ B - B* S⁻¹ H`, for invertible overlap `S`. -/
def ehrenfestOp [DecidableEq n] (S H H' B : Matrix n n ℂ) : Matrix n n ℂ :=
  H' - H * S⁻¹ * B - Bᴴ * S⁻¹ * H
```

## The product rule, and how it is separated from the algebra

The first lemma is the rule $(Ax)^*y=x^*A^*y$, which the hand derivation uses whenever a Hermitian matrix changes sides.

```lean
/-- A matrix moves from the left to the right of a scalar product as its adjoint. -/
theorem star_dot (A : Matrix n n ℂ) (x y : n → ℂ) :
    star (A *ᵥ x) ⬝ᵥ y = star x ⬝ᵥ Aᴴ *ᵥ y := by
  rw [star_mulVec, Matrix.dotProduct_mulVec]
```

The product rule is then proved for the explicit double sum $\sum_i \bar c_i\sum_j A_{ij}c_j$. Conjugation commutes with the derivative because time is real.

```lean
/-- For differentiable `A` and `c`, the time derivative of `c* A c` is
`c'* A c + c* A' c + c* A c'`. -/
theorem hasDerivAt_expect {A : ℝ → Matrix n n ℂ} {A' : Matrix n n ℂ} {c : ℝ → n → ℂ}
    {c' : n → ℂ} {t : ℝ} (hA : MatDeriv A A' t) (hc : HasDerivAt c c' t) :
    HasDerivAt (fun τ => expect (A τ) (c τ)) (expectRate (A t) A' (c t) c') t := by
  have hi := hasDerivAt_pi.1 hc
  have h : HasDerivAt (fun τ => ∑ i, star (c τ i) * ∑ j, A τ i j * c τ j)
      (∑ i, (star (c' i) * ∑ j, A t i j * c t j
        + star (c t i) * ∑ j, (A' i j * c t j + A t i j * c' j))) t :=
    HasDerivAt.fun_sum fun i _ => (hi i).star.fun_mul
      (HasDerivAt.fun_sum fun j _ => (hA i j).fun_mul (hi j))
  have h2 : HasDerivAt (fun τ => expect (A τ) (c τ)) _ t := h
  refine h2.congr_deriv ?_
  simp only [expectRate, expect, dotProduct, mulVec, Pi.star_apply,
    Finset.sum_add_distrib, mul_add]
  ring
```

The device that organises this proof and the later ones is `HasDerivAt.congr_deriv`. A statement `HasDerivAt f a t` says that `f` is differentiable at `t` with derivative `a`. Mathlib's differentiation rules produce `a` in whatever shape the rules dictate, here a sum over products. Given an equality `a = b`, `congr_deriv` turns the statement into `HasDerivAt f b t`. After `refine h2.congr_deriv ?_` only that equality is left to prove, and it contains no limits or derivatives. The energy theorems start the same way: one line supplies the calculus, and the rest is the matrix algebra of the hand derivation.

## Conservation of the norm

Solving for $Sc'$ is done component by component. `linear_combination` multiplies the equation of motion by $-\mathrm i$ and uses $\mathrm i^2=-1$.

```lean
/-- The equation of motion solved for `S c'`: it equals `-i H c - B c`. -/
theorem Propagates.velocity {S H B : Matrix n n ℂ} {c c' : n → ℂ}
    (h : Propagates S H B c c') : S *ᵥ c' = -(Complex.I • (H *ᵥ c)) - B *ᵥ c := by
  funext i
  have hi := congrFun h i
  simp only [sub_mulVec, smul_mulVec, Pi.smul_apply, Pi.sub_apply, Pi.neg_apply,
    smul_eq_mul] at hi ⊢
  linear_combination (-Complex.I) * hi + ((S *ᵥ c') i + (B *ᵥ c) i) * Complex.I_sq
```

The norm rate needs no inverse of $S$, since only the product $Sc'$ occurs. The step `h1` writes $c'^*Sc$ as $(Sc')^*c$; the velocity is then inserted in both places, `simp` expands the products, and `ring` cancels the two terms in $H$.

```lean
/-- For Hermitian `S` and `H` and a velocity `c'` that obeys the equation of motion, the
product-rule expression `c'* S c + c* S' c + c* S c'` equals `c* (S' - B - B*) c`. -/
theorem norm_rate {S S' H B : Matrix n n ℂ} {c c' : n → ℂ} (hS : S.IsHermitian)
    (hH : H.IsHermitian) (h : Propagates S H B c c') :
    expectRate S S' c c' = expect (S' - B - Bᴴ) c := by
  have h1 : star c' ⬝ᵥ S *ᵥ c = star (S *ᵥ c') ⬝ᵥ c := by rw [star_dot, hS.eq]
  rw [expectRate, h1, h.velocity]
  simp only [expect, star_sub, star_neg, star_smul, sub_dotProduct, neg_dotProduct,
    smul_dotProduct, dotProduct_sub, dotProduct_neg, dotProduct_smul, star_dot, hH.eq,
    sub_mulVec, Complex.star_def, Complex.conj_I, smul_eq_mul]
  ring
```

For the conservation law the hypotheses are required at all times: Hermitian `S` and `H`, `S'` the derivative of `S`, `B + Bᴴ` equal to it, and differentiable coefficients that obey the equation of motion. The conclusion compares any two times `t` and `u`. The Hamiltonian may depend on time in any way, even discontinuously, as long as such a solution exists.

```lean
/-- If at all times `S` and `H` are Hermitian, `S'` is the time derivative of `S` and `B + B* = S'`,
the norm `c* S c` of a solution of the equation of motion is constant. -/
theorem norm_conserved {S S' H B : ℝ → Matrix n n ℂ} {c c' : ℝ → n → ℂ}
    (hS : ∀ t, (S t).IsHermitian) (hH : ∀ t, (H t).IsHermitian)
    (hS' : ∀ t, MatDeriv S (S' t) t) (hB : ∀ t, B t + (B t)ᴴ = S' t)
    (hc : ∀ t, HasDerivAt c (c' t) t)
    (h : ∀ t, Propagates (S t) (H t) (B t) (c t) (c' t)) (t u : ℝ) :
    expect (S t) (c t) = expect (S u) (c u) := by
  have hd : ∀ t, HasDerivAt (fun τ => expect (S τ) (c τ)) 0 t := fun t => by
    refine (hasDerivAt_expect (hS' t) (hc t)).congr_deriv ?_
    have h0 : B t + (B t)ᴴ - B t - (B t)ᴴ = 0 := by abel
    rw [norm_rate (hS t) (hH t) (h t), ← hB t, h0]
    simp [expect]
  exact is_const_of_deriv_eq_zero (fun t => (hd t).differentiableAt)
    (fun t => (hd t).deriv) t u
```

The proof combines the product rule with `norm_rate` to obtain derivative zero, and `is_const_of_deriv_eq_zero` supplies the final step to constancy.

## The energy rate, with and without an eigenstate

The energy theorem concerns one instant `t`. The hypothesis `hdet` says that the determinant of `S` is invertible, which for an overlap matrix means linearly independent basis functions. The relation between `B` and the derivative of `S` is not used here.

```lean
variable [DecidableEq n]

/-- For Hermitian `S`, `H` and invertible `S`, with `H'` the time derivative of `H`, the equation of
motion changes `c* H c` at the rate `c* (H' - H S⁻¹ B - B* S⁻¹ H) c`. -/
theorem energy_rate {S H' B : Matrix n n ℂ} {H : ℝ → Matrix n n ℂ} {c : ℝ → n → ℂ}
    {c' : n → ℂ} {t : ℝ} (hS : S.IsHermitian) (hdet : IsUnit S.det)
    (hH : (H t).IsHermitian) (hH' : MatDeriv H H' t) (hc : HasDerivAt c c' t)
    (h : Propagates S (H t) B (c t) c') :
    HasDerivAt (fun τ => expect (H τ) (c τ))
      (expect (ehrenfestOp S (H t) H' B) (c t)) t := by
  refine (hasDerivAt_expect hH' hc).congr_deriv ?_
  -- insert the velocity of the coefficients
  have hv : c' = S⁻¹ *ᵥ (-(Complex.I • (H t *ᵥ c t)) - B *ᵥ c t) := by
    rw [← h.velocity, mulVec_mulVec, nonsing_inv_mul _ hdet, one_mulVec]
  have hSi : (S⁻¹)ᴴ = S⁻¹ := by rw [conjTranspose_nonsing_inv, hS.eq]
  rw [expectRate, hv]
  simp only [expect, ehrenfestOp, mulVec_sub, mulVec_neg, mulVec_smul, mulVec_mulVec,
    star_sub, star_neg, star_smul, sub_dotProduct, neg_dotProduct, smul_dotProduct,
    dotProduct_sub, dotProduct_neg, dotProduct_smul, star_dot, conjTranspose_mul, hSi,
    hH.eq, sub_mulVec, Matrix.mul_assoc, Complex.star_def, Complex.conj_I, smul_eq_mul]
  ring
```

The step `hv` is $c'=S^{-1}(-\mathrm iHc-Bc)$, and `hSi` records that $S^{-1}$ is Hermitian. Expansion by `simp` and cancellation by `ring` then reproduce the two displayed lines for the energy.

The quantity $c^*Hc$ is the electronic energy when the state is normalised and the Hamiltonian is linear. In time-dependent density functional theory `H` can be the Kohn–Sham matrix along the trajectory, but $c^*Hc$ is then an orbital expectation value and not the total energy.

The eigenstate version adds `he`, the generalized eigenvalue equation at that instant, and `hB`. In this theorem `S'` is simply the matrix `B + Bᴴ`; it is the derivative of the overlap when `B` comes from a moving basis. The reality of `e` is built into its type. For a positive definite overlap and a nonzero state it follows from the eigenvalue equation.

```lean
/-- Let `S`, `H` be Hermitian, `S` invertible and `H'` the time derivative of `H`. If the
coefficients obey the equation of motion at one instant, `H c = e S c` there with `e` real, and
`B + B* = S'`, then `c* H c` changes at the rate `c* (H' - e S') c`. -/
theorem energy_rate_eigenstate {S S' H' B : Matrix n n ℂ} {H : ℝ → Matrix n n ℂ}
    {c : ℝ → n → ℂ} {c' : n → ℂ} {t e : ℝ} (hS : S.IsHermitian) (hdet : IsUnit S.det)
    (hH : (H t).IsHermitian) (hH' : MatDeriv H H' t) (hc : HasDerivAt c c' t)
    (h : Propagates S (H t) B (c t) c') (hB : B + Bᴴ = S')
    (he : H t *ᵥ c t = (e : ℂ) • (S *ᵥ c t)) :
    HasDerivAt (fun τ => expect (H τ) (c τ)) (expect (H' - (e : ℂ) • S') (c t)) t := by
  refine (energy_rate hS hdet hH hH' hc h).congr_deriv ?_
  -- the eigenvalue equation, used on the left and on the right, removes the inverse
  have h1 : star (c t) ⬝ᵥ (H t * S⁻¹ * B) *ᵥ c t = e * (star (c t) ⬝ᵥ B *ᵥ c t) := by
    calc _ = star (H t *ᵥ c t) ⬝ᵥ (S⁻¹ * B) *ᵥ c t := by
          rw [star_dot, hH.eq, mulVec_mulVec, Matrix.mul_assoc]
      _ = _ := by
          rw [he, star_smul, smul_dotProduct, star_dot, hS.eq, mulVec_mulVec,
            ← Matrix.mul_assoc, mul_nonsing_inv _ hdet, Matrix.one_mul,
            Complex.star_def, Complex.conj_ofReal, smul_eq_mul]
  have h2 : (Bᴴ * S⁻¹ * H t) *ᵥ c t = (e : ℂ) • (Bᴴ *ᵥ c t) := by
    rw [← mulVec_mulVec, he, mulVec_smul, mulVec_mulVec, Matrix.mul_assoc,
      nonsing_inv_mul _ hdet, Matrix.mul_one]
  rw [← hB]
  simp only [expect, ehrenfestOp, sub_mulVec, dotProduct_sub, smul_mulVec, add_mulVec,
    dotProduct_add, dotProduct_smul, smul_eq_mul, h1, h2]
  ring
```

Here `h1` carries out $c^*HS^{-1}Bc=e\,c^*Bc$ by letting $H$ act to the left, and `h2` gives $B^*S^{-1}Hc=e\,B^*c$ by letting it act to the right. Replacing `S'` by `B + Bᴴ` completes the identity.

## The two-function matrices in Lean

The last theorem takes `S`, `H`, `B` and the unnormalised state from the worked example, together with the velocity $c'=(-\mathrm i,-1)$. It confirms the algebraic relations at $t=1$: Hermiticity, invertibility, the value of $B+B^*$, the equation of motion and the eigenvalue equation with $e=1$. The time-dependent basis behind these numbers, and the rates computed from it, appear only in the worked example.

```lean
/-- Explicit two-function matrices and coefficients that satisfy, at one instant, the
Hermiticity, invertibility, basis-motion, propagation and eigenvalue relations. -/
theorem relations_witness :
    let S : Matrix (Fin 2) (Fin 2) ℂ := !![2, 1; 1, 1]
    let H : Matrix (Fin 2) (Fin 2) ℂ := !![2, 1; 1, 0]
    let B : Matrix (Fin 2) (Fin 2) ℂ := !![1, 0; 1, 0]
    S.IsHermitian ∧ H.IsHermitian ∧ IsUnit S.det ∧ B + Bᴴ = !![2, 1; 1, 0] ∧
    Propagates S H B ![1, 0] ![-Complex.I, -1] ∧
    H *ᵥ ![1, 0] = ((1 : ℝ) : ℂ) • (S *ᵥ ![1, 0]) := by
  intro S H B
  refine ⟨?_, ?_, ?_, ?_, ?_, ?_⟩
  · change Sᴴ = S
    ext i j
    fin_cases i <;> fin_cases j <;> simp [S]
  · change Hᴴ = H
    ext i j
    fin_cases i <;> fin_cases j <;> simp [H]
  · have hd : S.det = 1 := by
      simp only [S, det_fin_two_of]
      norm_num
    rw [hd]
    exact isUnit_one
  · ext i j
    fin_cases i <;> fin_cases j <;> simp [B]
    norm_num
  · unfold Propagates
    funext i
    fin_cases i <;>
      simp [S, H, B, mulVec, dotProduct, Fin.sum_univ_two, Complex.ext_iff]
  · funext i
    fin_cases i <;> simp [S, H, mulVec, dotProduct, Fin.sum_univ_two]

end

end MovingBasisEhrenfest
```

Each relation is checked entry by entry, and the determinant of `S` evaluates to 1.

```lean
#print axioms MovingBasisEhrenfest.norm_conserved
#print axioms MovingBasisEhrenfest.energy_rate_eigenstate
```

```
'MovingBasisEhrenfest.norm_conserved' depends on axioms: [propext, Classical.choice, Quot.sound]
'MovingBasisEhrenfest.energy_rate_eigenstate' depends on axioms: [propext, Classical.choice, Quot.sound]
```
